# The Takahashi-Imada oscillator: quadratic error in the bead variance, quartic error in the corrected estimator

Take a particle in one dimension with $\hbar=m=\omega=1$ and potential $V(x)=x^2/2$. Its imaginary-time path is a chain of beads $x_j$ separated by a time step $\tau>0$. The Takahashi-Imada action replaces $V$ by

$$V_\tau(x)=V(x)+\frac{\tau^2}{24}\,V'(x)^2 .$$

The chain has weight $e^{-S}$ with

$$S=\sum_j\left[\frac{(x_{j+1}-x_j)^2}{2\tau}+\tau V_\tau(x_j)\right].$$

An infinite chain at fixed $\tau$ represents zero temperature, where the exact value is $\langle x^2\rangle=1/2$. Let $s(\tau)$ be the variance of one bead in that chain.

## The errors for every time step

For every $\tau>0$, with $k=\tau+\tau^3/12$,

$$s=\frac{1}{\sqrt{k^2+4k/\tau}},\qquad 0<\frac12-\Bigl(1+\frac{\tau^2}{6}\Bigr)s\le\frac{\tau^4}{288}.$$

As $\tau\to0^+$, $(s-\tfrac12)/\tau^2\to-\tfrac1{12}$, and the error of the corrected estimator, $(1+\tau^2/6)s-\tfrac12$, divided by $\tau^4$ tends to $-\tfrac1{288}$. In path-integral simulation of this single harmonic degree of freedom, the improved action therefore gives a fourth-order $\langle x^2\rangle$ when the estimator is corrected too, but only a second-order one from the bare bead positions.

**Stiffness and estimator.** Add a source $l x^2$ to the potential. The derivative of the sourced potential is $(1+2l)x$, so the effective potential becomes

$$\Bigl(\frac12+l\Bigr)x^2+\frac{\tau^2}{24}(1+2l)^2x^2 .$$

At $l=0$, multiplication by $\tau$ gives $kx^2/2$. The derivative with respect to $l$ at $l=0$ is $(1+\tau^2/6)x^2$, the quantity to average when $\langle x^2\rangle$ is defined as the response of the energy to the source.

**Modes.** The restoring force on a bead is $kx_j+(2x_j-x_{j+1}-x_{j-1})/\tau$. For a plane wave with phase advance $q$ per bead, this is $k+\frac2\tau(1-\cos q)$ times the displacement. Each Gaussian mode contributes its inverse stiffness, so

$$s=\frac1{2\pi}\int_0^{2\pi}\frac{dq}{k+\frac2\tau(1-\cos q)} .$$

**The integral.** Put $b=2/\tau$, $a=k+b$ and $w=\sqrt{a^2-b^2}=\sqrt{k^2+4k/\tau}$. Consider

$$F(q)=q+2\arctan\frac{b\sin q}{a+w-b\cos q}.$$

Write $N$ and $D$ for the numerator and denominator inside the arctangent. Since $b^2=(a+w)(a-w)$,

$$N'D-ND'=(a+w)(b\cos q-a+w),\qquad D^2+N^2=2(a+w)(a-b\cos q).$$

Hence

$$F'(q)=1+\frac{b\cos q-a+w}{a-b\cos q}=\frac{w}{a-b\cos q}.$$

The arctangent vanishes at both endpoints, so $F(2\pi)-F(0)=2\pi$ and $s=1/w$.

**The errors.** Inserting $k$ gives $s=1/R$ with

$$R^2=4+\frac{4\tau^2}{3}+\frac{\tau^4}{6}+\frac{\tau^6}{144}.$$

Rationalising the bare error yields

$$s-\frac12=\frac{4-R^2}{2R(2+R)}=-\tau^2\,\frac{\frac43+\frac{\tau^2}6+\frac{\tau^4}{144}}{2R(2+R)} .$$

As $R\to2$, the coefficient tends to $-\frac43/16=-\frac1{12}$. For the corrected estimator, $(2+\tau^2/3)^2$ matches $R^2$ through order $\tau^2$, which leaves

$$\frac12-\Bigl(1+\frac{\tau^2}6\Bigr)s=\frac{R^2-(2+\tau^2/3)^2}{2R(R+2+\tau^2/3)}=\frac{\tau^4(8+\tau^2)}{288R(R+2+\tau^2/3)} .$$

This is positive, and its ratio to $\tau^4$ tends to $8/(288\cdot2\cdot4)=1/288$. Since $R\ge2$ and $R^2\ge4+4\tau^2/3$, we have $R(R+2+\tau^2/3)\ge8+2\tau^2\ge8+\tau^2$, which gives the upper bound.

## Accumulating the corrected estimator in a simulation

For an observable $O(x)$, the same response argument gives $O+\frac{\tau^2}{12}V'O'$. A code that already evaluates the force for the action can accumulate `x*x + tau**2/6 * x*dV` at each bead, where `dV` is $V'(x)$, the force with its sign reversed; for the oscillator `dV` equals `x`. A ring of $P$ beads replaces the integral over $q$ by an average over $q=2\pi j/P$, so a comparison with $s$ needs a large inverse temperature $\beta=P\tau$. At $\tau=0.5$ the formulas give $0.4798$ for the bare variance and $0.4998$ for the corrected one.

## The model in Lean

```lean
import Mathlib

open Filter Topology

namespace TakahashiImadaOscillator

noncomputable section
```

The effective potential is defined for an arbitrary function `V`, through its derivative.

```lean
/-- The Takahashi-Imada effective potential at time step `τ`, in units with `ħ = m = 1`:
the potential plus `τ² / 24` times the squared force. -/
def tiPotential (V : ℝ → ℝ) (τ x : ℝ) : ℝ := V x + τ ^ 2 / 24 * (deriv V x) ^ 2

/-- The on-site stiffness `k = τ + τ³ / 12` of a bead. -/
def tiStiffness (τ : ℝ) : ℝ := τ + τ ^ 3 / 12
```

The variance is defined by the mode integral. The passage from a Gaussian measure on finite rings to this integral is part of the physical model and is not derived.

```lean
/-- The position variance of a bead in an infinite chain with on-site stiffness `k` and
spring constant `1 / τ`: the mean inverse stiffness of its modes, for `k > 0` and `τ > 0`. -/
def beadVariance (k τ : ℝ) : ℝ :=
  1 / (2 * Real.pi) * ∫ q in (0 : ℝ)..(2 * Real.pi), 1 / (k + 2 / τ * (1 - Real.cos q))
```

`tiRoot` is the $R$ of the calculation by hand.

```lean
/-- The square root of the polynomial `4 + 4τ²/3 + τ⁴/6 + τ⁶/144`. -/
def tiRoot (τ : ℝ) : ℝ := Real.sqrt (4 + 4 * τ ^ 2 / 3 + τ ^ 4 / 6 + τ ^ 6 / 144)
```

## Stiffness, estimator and modes

The first lemma differentiates the sourced potential and expands the square.

```lean
/-- The effective potential of the unit oscillator with an added source term `l x²`. -/
theorem tiPotential_sourced (τ l x : ℝ) :
    tiPotential (fun y => y ^ 2 / 2 + l * y ^ 2) τ x
      = (1 / 2 + l) * x ^ 2 + τ ^ 2 / 24 * (1 + 2 * l) ^ 2 * x ^ 2 := by
  have h : HasDerivAt (fun y : ℝ => y ^ 2 / 2 + l * y ^ 2) ((1 + 2 * l) * x) x :=
    (((hasDerivAt_pow 2 x).div_const 2).fun_add
      ((hasDerivAt_pow 2 x).const_mul l)).congr_deriv (by norm_num; ring)
  rw [tiPotential, h.deriv]
  ring
```

Setting the source to zero identifies `tiStiffness`.

```lean
/-- For the unit oscillator, the effective potential action of one time slice is harmonic
with stiffness `τ + τ³ / 12`. -/
theorem tiPotential_oscillator (τ x : ℝ) :
    τ * tiPotential (fun y => y ^ 2 / 2) τ x = tiStiffness τ * x ^ 2 / 2 := by
  have h := tiPotential_sourced τ 0 x
  simp only [zero_mul, add_zero] at h
  rw [h, tiStiffness]
  ring
```

The next theorem is a derivative in `l` at fixed `x`: it establishes the estimator as a function of position, with no average taken.

```lean
/-- For the unit oscillator, the linear response of the effective potential to a source `l x²`,
taken at `l = 0`, is the corrected estimator `(1 + τ² / 6) x²`. -/
theorem corrected_estimator (τ x : ℝ) :
    HasDerivAt (fun l => tiPotential (fun y => y ^ 2 / 2 + l * y ^ 2) τ x)
      ((1 + τ ^ 2 / 6) * x ^ 2) 0 := by
  simp_rw [tiPotential_sourced]
  have h1 : HasDerivAt (fun l : ℝ => 1 / 2 + l) 1 0 := (hasDerivAt_id' 0).const_add (1 / 2)
  have h2 : HasDerivAt (fun l : ℝ => 1 + 2 * l) 2 0 :=
    (((hasDerivAt_id' (0 : ℝ)).const_mul 2).const_add 1).congr_deriv (by norm_num)
  exact ((h1.mul_const (x ^ 2)).fun_add
    (((h2.fun_pow 2).const_mul (τ ^ 2 / 24)).mul_const (x ^ 2))).congr_deriv
      (by norm_num; ring)
```

In `chain_mode`, `θ` is the phase at the chosen bead and the neighbours sit at `θ + q` and `θ - q`. The cosine addition formulas give the integrand's denominator. The lemma supports the definition of `beadVariance`; the later proofs do not call on it.

```lean
/-- A plane wave with phase advance `q` per bead is a mode of the chain: the restoring force
on a bead is `k + (2 / τ)(1 - cos q)` times its displacement. -/
theorem chain_mode (k τ q θ : ℝ) :
    k * Real.cos θ + (2 * Real.cos θ - Real.cos (θ + q) - Real.cos (θ - q)) / τ
      = (k + 2 / τ * (1 - Real.cos q)) * Real.cos θ := by
  rw [Real.cos_add, Real.cos_sub]
  ring
```

## Evaluating the mode integral

Here `e1` and `e2` are the two factorisations through $a+w$. Each follows from $w^2=a^2-b^2$ and $\sin^2q+\cos^2q=1$, which `linear_combination` combines.

```lean
/-- For `a, w > 0` with `w² = a² - b²`, an explicit function whose derivative is `w / (a - b cos q)`
at each `q` where `a - b cos q > 0`. -/
theorem hasDerivAt_modePhase {a b w q : ℝ} (ha : 0 < a) (hw : 0 < w)
    (hw2 : w ^ 2 = a ^ 2 - b ^ 2) (hP : 0 < a - b * Real.cos q) :
    HasDerivAt (fun y => y + 2 * Real.arctan (b * Real.sin y / (a + w - b * Real.cos y)))
      (w / (a - b * Real.cos q)) q := by
  have hD : 0 < a + w - b * Real.cos q := by linarith
  have haw : 0 < a + w := by linarith
  have hn := (Real.hasDerivAt_sin q).const_mul b
  have hd : HasDerivAt (fun y => a + w - b * Real.cos y) (b * Real.sin q) q :=
    (((Real.hasDerivAt_cos q).const_mul b).const_sub (a + w)).congr_deriv (by ring)
  have h := (hasDerivAt_id' q).fun_add (((hn.fun_div hd hD.ne').arctan).const_mul 2)
  -- both pieces of the arctangent derivative factor through `a + w`
  have e1 : 1 + (b * Real.sin q / (a + w - b * Real.cos q)) ^ 2
      = 2 * (a + w) * (a - b * Real.cos q) / (a + w - b * Real.cos q) ^ 2 := by
    rw [div_pow, eq_div_iff (pow_ne_zero 2 hD.ne'), add_mul,
      div_mul_cancel₀ _ (pow_ne_zero 2 hD.ne')]
    linear_combination hw2 + b ^ 2 * Real.sin_sq_add_cos_sq q
  have e2 : b * Real.cos q * (a + w - b * Real.cos q) - b * Real.sin q * (b * Real.sin q)
      = (a + w) * (b * Real.cos q - a + w) := by
    linear_combination -hw2 - b ^ 2 * Real.sin_sq_add_cos_sq q
  refine h.congr_deriv ?_
  rw [e1, e2]
  field_simp
  ring
```

The closed form holds for any positive stiffness, not just the Takahashi-Imada value. The proof checks that the denominator stays positive, applies the fundamental theorem of calculus in `hint`, and divides by $w$.

```lean
/-- The bead variance of an infinite chain in closed form, for any positive stiffness. -/
theorem beadVariance_eq {k τ : ℝ} (hk : 0 < k) (hτ : 0 < τ) :
    beadVariance k τ = 1 / Real.sqrt (k ^ 2 + 4 * k / τ) := by
  have hpos : 0 < k ^ 2 + 4 * k / τ := by positivity
  have hw := Real.sqrt_pos.mpr hpos
  have hw2 := Real.sq_sqrt hpos.le
  generalize Real.sqrt (k ^ 2 + 4 * k / τ) = w at hw hw2 ⊢
  have hb : 0 < 2 / τ := by positivity
  have hP : ∀ q, 0 < k + 2 / τ - 2 / τ * Real.cos q := fun q => by
    nlinarith [mul_nonneg hb.le (sub_nonneg.mpr (Real.cos_le_one q))]
  have hcont : Continuous fun q => w / (k + 2 / τ - 2 / τ * Real.cos q) :=
    continuous_const.div (by fun_prop) fun q => (hP q).ne'
  -- over a full period the arctangent drops out
  have hint : ∫ q in (0 : ℝ)..(2 * Real.pi), w / (k + 2 / τ - 2 / τ * Real.cos q)
      = 2 * Real.pi := by
    rw [intervalIntegral.integral_eq_sub_of_hasDerivAt
      (fun q _ => hasDerivAt_modePhase (by positivity) hw (by rw [hw2]; ring) (hP q))
      (hcont.intervalIntegrable _ _)]
    simp
  have hfun : ∀ q, 1 / (k + 2 / τ * (1 - Real.cos q))
      = 1 / w * (w / (k + 2 / τ - 2 / τ * Real.cos q)) := fun q => by
    rw [show k + 2 / τ * (1 - Real.cos q) = k + 2 / τ - 2 / τ * Real.cos q by ring,
      one_div_mul_eq_div, div_right_comm, div_self hw.ne']
  simp_rw [beadVariance, hfun]
  rw [intervalIntegral.integral_const_mul, hint]
  have := Real.pi_ne_zero
  field_simp
```

## Exact errors and their limits

Substituting the stiffness turns the square root into `tiRoot`.

```lean
/-- The Takahashi-Imada bead variance as an explicit function of the time step. -/
theorem ti_variance {τ : ℝ} (hτ : 0 < τ) :
    beadVariance (tiStiffness τ) τ = 1 / tiRoot τ := by
  rw [beadVariance_eq (by unfold tiStiffness; positivity) hτ, tiRoot]
  congr 2
  unfold tiStiffness
  field_simp
  ring
```

The exact error formula comes from clearing denominators and using the polynomial for $R^2$.

```lean
/-- The exact amount by which the average of the corrected estimator lies below `1/2`. -/
theorem corrected_error {τ : ℝ} (hτ : 0 < τ) :
    1 / 2 - (1 + τ ^ 2 / 6) * beadVariance (tiStiffness τ) τ
      = τ ^ 4 * (8 + τ ^ 2) / (288 * tiRoot τ * (tiRoot τ + 2 + τ ^ 2 / 3)) := by
  have hR : 0 < tiRoot τ := Real.sqrt_pos.mpr (by positivity)
  have hR2 : tiRoot τ ^ 2 = 4 + 4 * τ ^ 2 / 3 + τ ^ 4 / 6 + τ ^ 6 / 144 :=
    Real.sq_sqrt (by positivity)
  rw [ti_variance hτ, mul_one_div, div_sub_div _ _ two_ne_zero hR.ne',
    div_eq_div_iff (by positivity) (by positivity)]
  linear_combination 288 * tiRoot τ * hR2
```

The final theorem joins four statements: the closed form, the quadratic limit, the two-sided bound for all positive `τ`, and the quartic limit. The filter `𝓝[>] 0` means that `τ` approaches zero through positive values. All four concern the harmonic potential and the infinite chain; anharmonic potentials and finite temperature are not treated.

Both limits use the continuity of `tiRoot` and its value 2 at zero, then replace the rationalised quotient by the original one for positive `τ`. In the bound, `h2` is $R\ge2$ and `hk` is the inequality $8+\tau^2\le R(R+2+\tau^2/3)$.

```lean
/-- Takahashi-Imada oscillator: the closed form of the bead variance, its quadratic error with
coefficient `-1/12`, and the corrected estimator, which lies below `1/2` by at most `τ⁴ / 288`
and has quartic error coefficient `-1/288`. -/
theorem takahashi_imada_oscillator :
    (∀ τ : ℝ, 0 < τ → beadVariance (tiStiffness τ) τ
      = 1 / Real.sqrt (tiStiffness τ ^ 2 + 4 * tiStiffness τ / τ)) ∧
    Tendsto (fun τ => (beadVariance (tiStiffness τ) τ - 1 / 2) / τ ^ 2)
      (𝓝[>] 0) (𝓝 (-1 / 12)) ∧
    (∀ τ : ℝ, 0 < τ → 0 < 1 / 2 - (1 + τ ^ 2 / 6) * beadVariance (tiStiffness τ) τ ∧
      1 / 2 - (1 + τ ^ 2 / 6) * beadVariance (tiStiffness τ) τ ≤ τ ^ 4 / 288) ∧
    Tendsto (fun τ => ((1 + τ ^ 2 / 6) * beadVariance (tiStiffness τ) τ - 1 / 2) / τ ^ 4)
      (𝓝[>] 0) (𝓝 (-1 / 288)) := by
  have hpos : ∀ τ, 0 < tiRoot τ := fun τ => Real.sqrt_pos.mpr (by positivity)
  have hsq : ∀ τ, tiRoot τ ^ 2 = 4 + 4 * τ ^ 2 / 3 + τ ^ 4 / 6 + τ ^ 6 / 144 :=
    fun τ => Real.sq_sqrt (by positivity)
  have hcont : Continuous tiRoot := by
    unfold tiRoot
    fun_prop
  have h0 : tiRoot 0 = 2 := by nlinarith [hpos 0, hsq 0]
  have hR : Tendsto tiRoot (𝓝[>] 0) (𝓝 2) :=
    (hcont.tendsto' 0 2 h0).mono_left nhdsWithin_le_nhds
  refine ⟨fun τ hτ => beadVariance_eq (by unfold tiStiffness; positivity) hτ, ?_, ?_, ?_⟩
  · -- rationalise `1 / R - 1 / 2` and cancel `τ²`
    have hn : Tendsto (fun τ : ℝ => -(4 / 3 + τ ^ 2 / 6 + τ ^ 4 / 144)) (𝓝[>] 0)
        (𝓝 (-(4 / 3))) :=
      (Continuous.tendsto' (by fun_prop) 0 _ (by norm_num)).mono_left nhdsWithin_le_nhds
    have h := hn.div ((hR.const_mul 2).mul (hR.const_add 2)) (by norm_num)
    rw [show (-(4 / 3) : ℝ) / (2 * 2 * (2 + 2)) = -1 / 12 by norm_num] at h
    refine h.congr' ?_
    filter_upwards [self_mem_nhdsWithin] with τ hτ
    have hτ' : 0 < τ := hτ
    have hp := hpos τ
    change -(4 / 3 + τ ^ 2 / 6 + τ ^ 4 / 144) / (2 * tiRoot τ * (2 + tiRoot τ)) = _
    rw [ti_variance hτ', div_sub_div _ _ hp.ne' two_ne_zero, div_div,
      div_eq_div_iff (by positivity) (by positivity)]
    linear_combination 2 * tiRoot τ * hsq τ
  · intro τ hτ
    have hp := hpos τ
    have h2 : 2 ≤ tiRoot τ := by
      nlinarith [hsq τ, sq_nonneg τ, pow_pos hτ 4, pow_pos hτ 6]
    have hk : 8 + τ ^ 2 ≤ tiRoot τ * (tiRoot τ + 2 + τ ^ 2 / 3) := by
      nlinarith [hsq τ, mul_nonneg (sub_nonneg.mpr h2) (sq_nonneg τ), sq_nonneg τ,
        pow_pos hτ 4, pow_pos hτ 6]
    rw [corrected_error hτ]
    refine ⟨by positivity, ?_⟩
    rw [div_le_div_iff₀ (by positivity) (by norm_num)]
    linarith [mul_le_mul_of_nonneg_left hk (pow_pos hτ 4).le]
  · -- the exact error formula, divided by `τ⁴`
    have hn : Tendsto (fun τ : ℝ => -(8 + τ ^ 2)) (𝓝[>] 0) (𝓝 (-8)) :=
      (Continuous.tendsto' (by fun_prop) 0 _ (by norm_num)).mono_left nhdsWithin_le_nhds
    have ht : Tendsto (fun τ : ℝ => τ ^ 2 / 3) (𝓝[>] 0) (𝓝 0) :=
      (Continuous.tendsto' (by fun_prop) 0 _ (by norm_num)).mono_left nhdsWithin_le_nhds
    have h := hn.div ((hR.const_mul 288).mul ((hR.add_const 2).add ht)) (by norm_num)
    rw [show (-8 : ℝ) / (288 * 2 * (2 + 2 + 0)) = -1 / 288 by norm_num] at h
    refine h.congr' ?_
    filter_upwards [self_mem_nhdsWithin] with τ hτ
    have hτ' : 0 < τ := hτ
    have hp := hpos τ
    change -(8 + τ ^ 2) / (288 * tiRoot τ * (tiRoot τ + 2 + τ ^ 2 / 3)) = _
    rw [← neg_sub (1 / 2 : ℝ), corrected_error hτ', ← neg_div, div_div,
      div_eq_div_iff (by positivity) (by positivity)]
    ring

end

end TakahashiImadaOscillator
```

```lean
#print axioms TakahashiImadaOscillator.tiPotential_oscillator
#print axioms TakahashiImadaOscillator.corrected_estimator
#print axioms TakahashiImadaOscillator.chain_mode
#print axioms TakahashiImadaOscillator.takahashi_imada_oscillator
```

```
'TakahashiImadaOscillator.tiPotential_oscillator' depends on axioms: [propext, Classical.choice, Quot.sound]
'TakahashiImadaOscillator.corrected_estimator' depends on axioms: [propext, Classical.choice, Quot.sound]
'TakahashiImadaOscillator.chain_mode' depends on axioms: [propext, Classical.choice, Quot.sound]
'TakahashiImadaOscillator.takahashi_imada_oscillator' depends on axioms: [propext, Classical.choice, Quot.sound]
```
